# A Cartesian Gaussian shell of degree l + 2 splits uniquely into a harmonic part and r² times the shell of degree l

Let $x_0,\dots,x_{n-1}$ be Cartesian coordinates relative to the centre of a Gaussian, with $n\ge 1$. A primitive Cartesian Gaussian is a monomial in these coordinates times $e^{-\alpha r^2}$, with exponent $\alpha>0$; linear combinations of primitives with the same exponent are polynomials times that same factor. We write

$$r^2=\sum_i x_i^2,\qquad \Delta=\sum_i \partial_i^2 .$$

The Cartesian shell of degree $m$ is the space of real homogeneous polynomials of degree $m$, including zero. A polynomial $h$ is harmonic if $\Delta h=0$; the harmonic polynomials in a shell form its pure part. Here $\Delta$ acts on the polynomial factor alone, not on the whole Gaussian.

## The splitting and its dimension count

For every $l\ge 0$ and every homogeneous $p$ of degree $l+2$, there is exactly one pair $(h,q)$ such that

$$p=h+r^2q,$$

with $h$ harmonic and homogeneous of degree $l+2$, and $q$ homogeneous of degree $l$. Consequently, the dimension of the Cartesian shell of degree $l+2$ is that of its harmonic part plus that of the Cartesian shell of degree $l$.

In one variable the harmonic part is zero, and the splitting reads $x_0^{l+2}=0+r^2x_0^l$. In three variables, counting monomials gives $6=5+1$ for a d shell and $10=7+3$ for an f shell.

## Cartesian and pure shells in a basis set

For Gaussians on one centre with a common radial factor, this splitting is what a code relies on when it replaces six Cartesian d functions by five pure ones: the direction removed is $r^2e^{-\alpha r^2}$, an s-type function. Keeping or removing it generally changes the variational space, so for shells of degree two or more the convention is part of specifying the calculation.

For d and f shells the pure part has a short formula. If $p$ is homogeneous of degree $m+2$ with $m\le 1$, then

$$(2n+4m)\,p-r^2\Delta p$$

is harmonic. Dividing by $2n+4m$ gives $h$. In three dimensions, $x_0^2$ becomes $x_0^2-\tfrac13r^2$, and $x_0^3$ becomes $x_0^3-\tfrac35r^2x_0$.

## Derivation from Euler's identity

Let $q$ be homogeneous of degree $m$. Differentiating $r^2q$ twice in the same coordinate gives

$$\partial_i(r^2q)=2x_iq+r^2\partial_iq,$$

$$\partial_i^2(r^2q)=2q+4x_i\partial_iq+r^2\partial_i^2q.$$

Each operator $x_i\partial_i$ multiplies a monomial by its exponent in $x_i$, so $\sum_i x_i\partial_iq=mq$. Summing over $i$ therefore yields

$$\Delta(r^2q)=r^2\Delta q+(2n+4m)q. \tag{1}$$

Next, suppose that $r^2\Delta q+cq=0$ with $c>0$. Then $q=0$, by strong induction on $m$. If $m\le1$, second derivatives vanish, so $cq=0$ and $q=0$. If $m=k+2$, put $u=\Delta q$, which is homogeneous of degree $k$. Applying $\Delta$ to the equation and using (1) for $u$ gives

$$r^2\Delta u+(2n+4k+c)u=0.$$

The constant is positive and the degree is lower, so $u=0$ by induction. The original equation reduces to $cq=0$, hence $q=0$.

Now let $T(q)=\Delta(r^2q)$ on the shell of degree $l$. Multiplication by $r^2$ raises the degree by two and $\Delta$ lowers it by two, so $T$ maps the shell to itself. If $T(q)=0$, then (1) gives $r^2\Delta q+(2n+4l)q=0$. Since $n\ge1$, the constant is positive and $q=0$. Thus $T$ is injective. The shell is spanned by finitely many monomials, so $T$ is also surjective.

For existence, choose $q$ of degree $l$ with $\Delta(r^2q)=\Delta p$ and set $h=p-r^2q$. Then $h$ is homogeneous of degree $l+2$ and $\Delta h=0$. For uniqueness, suppose that $p=h'+r^2q'$ is another such splitting. Taking Laplacians gives $\Delta(r^2(q'-q))=0$, so $q'=q$, and then $h'=h$.

Surjectivity of $T$ also shows that $\Delta$ maps the shell of degree $l+2$ onto that of degree $l$. Its kernel there is the harmonic part, so rank–nullity gives the dimension count.

For the d and f formula, $\Delta p$ has degree $m\le1$ and is itself harmonic. Equation (1) reduces to $\Delta(r^2\Delta p)=(2n+4m)\Delta p$, which cancels the Laplacian of $(2n+4m)p$.

## The Lean file

```lean
import Mathlib

open MvPolynomial

namespace SolidHarmonicShells

noncomputable section

/-- Real polynomials in `n` Cartesian coordinates. -/
abbrev Poly (n : ℕ) := MvPolynomial (Fin n) ℝ

/-- The Cartesian shell of degree `l`: all homogeneous polynomials of that degree. -/
abbrev Shell (n l : ℕ) : Submodule ℝ (Poly n) := homogeneousSubmodule (Fin n) ℝ l

/-- The squared radius, the sum of the squares of the coordinates. -/
def rSq (n : ℕ) : Poly n := ∑ i, X i ^ 2

/-- The Laplacian, the sum of the second partial derivatives. -/
def laplacian {n : ℕ} : Poly n →ₗ[ℝ] Poly n where
  toFun p := ∑ i, pderiv i (pderiv i p)
  map_add' p q := by simp [Finset.sum_add_distrib]
  map_smul' c p := by simp [Finset.smul_sum]

variable {n l m : ℕ} {p q : Poly n}

lemma laplacian_apply (p : Poly n) : laplacian p = ∑ i, pderiv i (pderiv i p) := rfl

lemma pderiv_rSq (i : Fin n) : pderiv i (rSq n) = 2 * X i := by
  unfold rSq
  rw [map_sum, Finset.sum_eq_single i]
  · rw [pow_two, pderiv_mul, pderiv_X_self]; ring
  · intro j _ hj
    rw [pow_two, pderiv_mul, pderiv_X_of_ne hj]; ring
  · intro h
    exact absurd (Finset.mem_univ i) h

lemma rSq_mul_homogeneous (hq : q.IsHomogeneous m) :
    (rSq n * q).IsHomogeneous (m + 2) := by
  have hr : (rSq n).IsHomogeneous 2 :=
    IsHomogeneous.sum _ _ 2 fun i _ => (isHomogeneous_X ℝ i).pow 2
  have h := hr.mul hq
  rwa [add_comm 2 m] at h

lemma laplacian_homogeneous (hp : p.IsHomogeneous (m + 2)) :
    (laplacian p).IsHomogeneous m := by
  rw [laplacian_apply]
  refine IsHomogeneous.sum _ _ m fun i _ => ?_
  have h := (hp.pderiv (i := i)).pderiv (i := i)
  exact h

/-- Homogeneous polynomials of degree zero or one are harmonic. -/
lemma laplacian_low (hq : q.IsHomogeneous m) (hm : m ≤ 1) : laplacian q = 0 := by
  rw [laplacian_apply]
  refine Finset.sum_eq_zero fun i _ => ?_
  have h0 : (pderiv i q).totalDegree = 0 := by
    have h := (hq.pderiv (i := i)).totalDegree_le
    omega
  rw [totalDegree_eq_zero_iff_eq_C.mp h0, pderiv_C]

/-- For `q` homogeneous of degree `m` in `n` variables,
`Δ(r² q) = r² Δq + (2n + 4m) q`. -/
theorem laplacian_rSq_mul (hq : q.IsHomogeneous m) :
    laplacian (rSq n * q) = rSq n * laplacian q + (2 * n + 4 * m : ℝ) • q := by
  have key : ∀ i : Fin n, pderiv i (pderiv i (rSq n * q)) =
      2 * q + 4 * (X i * pderiv i q) + rSq n * pderiv i (pderiv i q) := by
    intro i
    simp only [pderiv_mul, pderiv_rSq, two_mul, map_add, pderiv_X_self]
    ring
  -- Euler's identity evaluates the sum of the mixed terms
  rw [laplacian_apply, laplacian_apply, Finset.sum_congr rfl (fun i _ => key i),
    Finset.sum_add_distrib, Finset.sum_add_distrib, Finset.sum_const,
    ← Finset.mul_sum, ← Finset.mul_sum, hq.sum_X_mul_pderiv, Finset.card_univ,
    Fintype.card_fin]
  simp only [nsmul_eq_mul, smul_eq_C_mul, map_add, map_mul, map_natCast, map_ofNat]
  ring

/-- On homogeneous polynomials the operator `r² Δ + c` with `c > 0` has trivial kernel. -/
theorem eq_zero_of_rSq_laplacian_add (m : ℕ) : ∀ (c : ℝ) (q : Poly n), 0 < c →
    q.IsHomogeneous m → rSq n * laplacian q + c • q = 0 → q = 0 := by
  induction m using Nat.strong_induction_on with
  | _ m ih =>
    intro c q hc hq h
    have hlap : laplacian q = 0 := by
      rcases Nat.lt_or_ge m 2 with hm | hm
      · exact laplacian_low hq (by omega)
      · obtain ⟨k, rfl⟩ := Nat.exists_eq_add_of_le' hm
        have hu := laplacian_homogeneous hq
        -- the Laplacian of the equation has the same form, two degrees lower
        have h2 := congrArg laplacian h
        rw [map_add, map_smul, laplacian_rSq_mul hu, map_zero, add_assoc,
          ← add_smul] at h2
        exact ih k (by omega) _ _ (by positivity) hu h2
    rw [hlap, mul_zero, zero_add] at h
    exact (smul_eq_zero.mp h).resolve_left hc.ne'

/-- In at least one variable, `r² q` with `q` homogeneous is harmonic only if `q = 0`. -/
theorem eq_zero_of_harmonic_rSq_mul (hn : 1 ≤ n) (hq : q.IsHomogeneous m)
    (h : laplacian (rSq n * q) = 0) : q = 0 := by
  have hn' : (0 : ℝ) < n := Nat.cast_pos.mpr hn
  rw [laplacian_rSq_mul hq] at h
  exact eq_zero_of_rSq_laplacian_add m _ q (by positivity) hq h

/-- Every Cartesian shell is finite-dimensional. -/
lemma shell_finite (n m : ℕ) : FiniteDimensional ℝ (Shell n m) := by
  have hfin : Set.Finite {d : Fin n →₀ ℕ | ∑ i, d i = m} :=
    (Finset.finsuppAntidiag Finset.univ m).finite_toSet.subset fun d hd => by
      simpa [Finset.mem_finsuppAntidiag] using hd
  have := FiniteDimensional.span_of_finite ℝ
    (hfin.image (fun d => (monomial d (1 : ℝ) : Poly n)))
  refine Submodule.finiteDimensional_of_le (S₂ := Submodule.span ℝ
    ((fun d => (monomial d (1 : ℝ) : Poly n)) '' {d | ∑ i, d i = m})) ?_
  intro p hp
  have e := p.as_sum
  rw [e]
  refine Submodule.sum_mem _ fun d hd => ?_
  have h1 : (monomial d (coeff d p) : Poly n) = coeff d p • monomial d (1 : ℝ) := by
    rw [smul_monomial, smul_eq_mul, mul_one]
  rw [h1]
  refine Submodule.smul_mem _ _ (Submodule.subset_span ⟨d, ?_, rfl⟩)
  have h2 := ((mem_homogeneousSubmodule m p).mp hp) (mem_support_iff.mp hd)
  rw [Finsupp.weight_apply, Finsupp.sum_fintype _ _ (by simp)] at h2
  simpa using h2

/-- In `n ≥ 1` variables, every homogeneous `u` of degree `l` equals `Δ(r² q)` for some homogeneous
`q` of degree `l`. -/
theorem exists_laplacian_rSq_mul (hn : 1 ≤ n) {u : Poly n} (hu : u.IsHomogeneous l) :
    ∃ q : Poly n, q.IsHomogeneous l ∧ laplacian (rSq n * q) = u := by
  have := shell_finite n l
  let T : Shell n l →ₗ[ℝ] Shell n l :=
    (laplacian ∘ₗ LinearMap.mulLeft ℝ (rSq n)).restrict
      (fun _ hq => laplacian_homogeneous (rSq_mul_homogeneous hq))
  have hT : Function.Injective T := by
    refine (injective_iff_map_eq_zero T).mpr fun q hq => Subtype.ext ?_
    exact eq_zero_of_harmonic_rSq_mul hn q.2 (congrArg Subtype.val hq)
  -- in finite dimension an injective endomorphism is surjective
  obtain ⟨q, hq⟩ := LinearMap.surjective_of_injective hT ⟨u, hu⟩
  exact ⟨q.1, q.2, congrArg Subtype.val hq⟩

/-- In `n ≥ 1` variables, every homogeneous `p` of degree `l + 2` is `h + r² q` for exactly
one pair of a harmonic homogeneous `h` of degree `l + 2` and a homogeneous `q` of degree `l`. -/
theorem shell_splitting (hn : 1 ≤ n) (hp : p.IsHomogeneous (l + 2)) :
    ∃! hq : Poly n × Poly n, hq.1.IsHomogeneous (l + 2) ∧ laplacian hq.1 = 0 ∧
      hq.2.IsHomogeneous l ∧ p = hq.1 + rSq n * hq.2 := by
  obtain ⟨q, hq, hqp⟩ := exists_laplacian_rSq_mul hn (laplacian_homogeneous hp)
  refine ⟨(p - rSq n * q, q), ⟨?_, ?_, hq, ?_⟩, ?_⟩
  · exact Submodule.sub_mem (Shell n (l + 2)) hp (rSq_mul_homogeneous hq)
  · change laplacian (p - rSq n * q) = 0
    rw [map_sub, hqp, sub_self]
  · change p = p - rSq n * q + rSq n * q
    ring
  · rintro ⟨h', q'⟩ ⟨_, hharm, hq', hsum⟩
    dsimp only at hharm hq' hsum
    -- both radial parts have the same Laplacian, so they agree
    have hd : laplacian (rSq n * (q' - q)) = 0 := by
      rw [mul_sub, map_sub, hqp, hsum, map_add, hharm, zero_add, sub_self]
    have he : q' = q := sub_eq_zero.mp
      (eq_zero_of_harmonic_rSq_mul hn (Submodule.sub_mem (Shell n l) hq' hq) hd)
    refine Prod.ext ?_ he
    change h' = p - rSq n * q
    rw [hsum, he]
    ring

/-- In `n ≥ 1` variables, the Laplacian maps the Cartesian shell of degree `l + 2` onto that of
degree `l`. -/
theorem laplacian_map_shell (hn : 1 ≤ n) (l : ℕ) :
    (Shell n (l + 2)).map laplacian = Shell n l := by
  apply le_antisymm
  · rintro _ ⟨p, hp, rfl⟩
    exact laplacian_homogeneous hp
  · intro u hu
    obtain ⟨q, hq, h⟩ := exists_laplacian_rSq_mul hn hu
    exact ⟨rSq n * q, rSq_mul_homogeneous hq, h⟩

/-- In `n ≥ 1` variables, the dimension of the Cartesian shell of degree `l + 2` is that of its
harmonic part plus that of the Cartesian shell of degree `l`. -/
theorem shell_dimension (hn : 1 ≤ n) (l : ℕ) :
    Module.finrank ℝ (Shell n (l + 2)) =
      Module.finrank ℝ (LinearMap.ker (laplacian.domRestrict (Shell n (l + 2)))) +
        Module.finrank ℝ (Shell n l) := by
  have := shell_finite n (l + 2)
  have h := LinearMap.finrank_range_add_finrank_ker
    (laplacian.domRestrict (Shell n (l + 2)))
  rw [LinearMap.range_domRestrict, laplacian_map_shell hn l] at h
  omega

/-- For `p` homogeneous of degree `m + 2` equal to two or three, the polynomial
`(2n + 4m) p - r² Δp` is harmonic. -/
theorem d_f_shell_projection (hm : m ≤ 1) (hp : p.IsHomogeneous (m + 2)) :
    laplacian ((2 * n + 4 * m : ℝ) • p - rSq n * laplacian p) = 0 := by
  have hu := laplacian_homogeneous hp
  rw [map_sub, map_smul, laplacian_rSq_mul hu, laplacian_low hu hm, mul_zero, zero_add,
    sub_self]

end

end SolidHarmonicShells
```

```lean
#print axioms SolidHarmonicShells.shell_splitting
#print axioms SolidHarmonicShells.shell_dimension
#print axioms SolidHarmonicShells.d_f_shell_projection
```

```
'SolidHarmonicShells.shell_splitting' depends on axioms: [propext, Classical.choice, Quot.sound]
'SolidHarmonicShells.shell_dimension' depends on axioms: [propext, Classical.choice, Quot.sound]
'SolidHarmonicShells.d_f_shell_projection' depends on axioms: [propext, Classical.choice, Quot.sound]
```

## From polynomial shells to basis functions: scope and proof

`Poly n` is the type of real polynomials in coordinates indexed by `Fin n`, and `Shell n l` is the subspace of homogeneous polynomials of degree `l`. The objects `rSq n` and `laplacian` are $r^2$ and $\Delta$, with `pderiv` as the formal partial derivative. In `shell_splitting`, the hypothesis `hn` says that there is at least one coordinate, and `hp` says that `p` is homogeneous of degree `l + 2`. The quantifier `∃!` ranges over pairs: `hq.1` is $h$ and `hq.2` is $q$. Writing the degree as `l + 2` covers every degree from two upwards without subtraction of natural numbers.

The theorem concerns polynomial factors only. Exponents, contraction coefficients, normalisation and overlap integrals do not enter, and no particular basis of real solid harmonics is constructed. The component $r^2q$ need not have a single angular momentum either: for a g shell, $q$ ranges over the full Cartesian d shell, which itself contains an s-type part. The explicit formula in `d_f_shell_projection` is restricted to degrees two and three by `hm`.

The proof follows the derivation closely:

- **Derivatives and degrees.** `laplacian_apply` unfolds the Laplacian, and `pderiv_rSq` computes $\partial_i r^2=2x_i$. `rSq_mul_homogeneous` and `laplacian_homogeneous` track the two shifts of degree, while `laplacian_low` handles degrees zero and one.
- **Equation (1).** In `laplacian_rSq_mul`, the local statement `key` is the second derivative in one coordinate. The rewrite with `hq.sum_X_mul_pderiv` is Euler's identity.
- **Trivial kernel.** `eq_zero_of_rSq_laplacian_add` performs the strong induction; `congrArg laplacian h` applies $\Delta$ to the equation, and `positivity` checks the new constant. `eq_zero_of_harmonic_rSq_mul` then uses $n\ge1$ to make the initial constant positive.
- **Solving for $q$.** `shell_finite` bounds a shell by the span of finitely many monomials. `exists_laplacian_rSq_mul` defines `T` and passes from injectivity to surjectivity.
- **Splitting and consequences.** `shell_splitting` supplies the pair `(p - rSq n * q, q)` and compares it with any other. `laplacian_map_shell` proves surjectivity between shells, `shell_dimension` applies rank–nullity, and `d_f_shell_projection` carries out the cancellation for low degrees.

Another model would state that the harmonic subspace and the image of multiplication by $r^2$ are complementary inside `Shell n (l + 2)`. That form would supply linear projections onto the two parts directly, which suits a transformation matrix. Recovering a unique $q$, rather than a unique product $r^2q$, would additionally require that multiplication by $r^2$ be injective. The pair in `shell_splitting` contains $q$ itself, so its uniqueness is part of the statement.
